# Gauss and anti-Gauss values of a tridiagonal matrix deviate oppositely through degree 2n+1

**A:** Let $T$ be a real symmetric tridiagonal matrix of size $n+1$, with $n\ge 1$. Let $G$ be its leading $n\times n$ block, and let $A$ be $T$ with the last off-diagonal pair multiplied by $\sqrt2$. Then, counting sites from 0,
$$(G^m)_{00}+(A^m)_{00}=2(T^m)_{00},\qquad 0\le m\le 2n+1.$$
Hence, for every real polynomial $p$ of degree at most $2n+1$, $p(G)_{00}$ and $p(A)_{00}$ deviate from $p(T)_{00}$ by opposite amounts.

**Q:** What physical problem does that address?

**A:** The local density of states at the end of a chain. Its average of $p(E)$ is $p(H)_{00}$, where $H$ is the chain Hamiltonian. Truncating to $n$ sites gives the Gauss value $p(G)_{00}$: the nodes are the eigenvalues of $G$, and the weights are the squared site-0 components of its normalised eigenvectors. We want to know how far off this value is. For $p$ of degree at most $2n+1$, the identity gives the error relative to $T$ as $\tfrac12[p(G)_{00}-p(A)_{00}]$. Through degree $2n-1$ this error is zero, because a walk from site 0 to site $n$ and back needs at least $2n$ steps; only degrees $2n$ and $2n+1$ can make it nonzero.

**Q:** My system is longer than $T$. Why should $T$ be the reference?

**A:** That is the step the theorems leave to you. If $T$ is the leading block of a longer tridiagonal $H$, a walk from site 0 to site $n+1$ and back needs at least $2n+2$ steps. So $T$ and $H$ have the same moments at site 0 through order $2n+1$.

**Q:** How are the matrices encoded?

**A:** Two real sequences hold the site energies $a_i$ and the couplings $b_i$ between sites $i$ and $i+1$. `Fin N` labels the sites $0,\dots,N-1$.

```lean
import Mathlib

open Finset

namespace AntiGaussQuadrature

noncomputable section

/-- The real symmetric tridiagonal matrix of a chain of `N` sites, with site energies `a i` and
couplings `b i` between sites `i` and `i + 1`. -/
def jacobi (a b : ℕ → ℝ) (N : ℕ) : Matrix (Fin N) (Fin N) ℝ :=
  Matrix.of fun i j =>
    if (i : ℕ) = j then a i else if (i : ℕ) + 1 = j then b i
    else if (j : ℕ) + 1 = i then b j else 0
```

Thus $T$ is `jacobi a b (n + 1)` and $G$ is `jacobi a b n`, built from the same sequences. Textbook Jacobi matrices usually have positive couplings; here they may be any real numbers, including zero.

**Q:** And the factor $\sqrt2$?

**A:** It is easier to follow a general real factor $c$. Call the rescaled matrix $T_c$. The last coupling is $b_{n-1}$, which the code selects by `k + 1 = n`.

```lean
/-- The chain of `n + 1` sites whose last coupling is multiplied by `c`. -/
def rescaled (a b : ℕ → ℝ) (n : ℕ) (c : ℝ) : Matrix (Fin (n + 1)) (Fin (n + 1)) ℝ :=
  jacobi a (fun k => if k + 1 = n then c * b k else b k) (n + 1)

/-- The anti-Gauss matrix: the last coupling is multiplied by `√2`. -/
def antiGauss (a b : ℕ → ℝ) (n : ℕ) : Matrix (Fin (n + 1)) (Fin (n + 1)) ℝ :=
  rescaled a b n (Real.sqrt 2)
```

So $T_1=T$ and $A=T_{\sqrt2}$.

**Q:** Now derive the identity. Where does the order $2n+1$ come from?

**A:** From cutting a walk into two halves. Since $T_c$ is symmetric, so are its powers, and the left half can be read as another walk starting at site 0.

```lean
/-- Powers of the chain matrix are symmetric. -/
theorem jacobi_pow_symm (a b : ℕ → ℝ) (N k : ℕ) (i j : Fin N) :
    (jacobi a b N ^ k) i j = (jacobi a b N ^ k) j i := by
  have h : (jacobi a b N).transpose = jacobi a b N := by
    ext i j
    simp only [Matrix.transpose_apply, jacobi, Matrix.of_apply]
    grind
  have hk : (jacobi a b N ^ k).transpose = jacobi a b N ^ k := by
    rw [Matrix.transpose_pow, h]
  exact congrFun (congrFun hk j) i
```

Next, set $u^{(k)}=T^k e_0$, where $e_0$ is the unit vector on site 0. Each multiplication by $T$ moves amplitude by at most one site, so $u^{(k)}_i=0$ for $i>k$.

```lean
/-- In `k` steps an excitation starting at site 0 does not get beyond site `k`. -/
theorem light_cone (a b : ℕ → ℝ) (n k : ℕ) :
    ∀ i : Fin (n + 1), k < (i : ℕ) → (jacobi a b (n + 1) ^ k) i 0 = 0 := by
  induction k with
  | zero =>
    intro i hi
    rw [pow_zero, Matrix.one_apply_ne]
    rintro rfl
    simp at hi
  | succ k ih =>
    intro i hi
    rw [pow_succ', Matrix.mul_apply]
    refine Finset.sum_eq_zero fun j _ => ?_
    by_cases h : k < (j : ℕ)
    · rw [ih j h, mul_zero]
    · have h0 : jacobi a b (n + 1) i j = 0 := by
        simp only [jacobi, Matrix.of_apply]
        rw [if_neg (by omega), if_neg (by omega), if_neg (by omega)]
      rw [h0, zero_mul]
```

The proof is an induction on $k$. In the sum over the previous site $j$, either the amplitude vanishes because $j>k$, or the matrix element does because $i$ and $j$ are not neighbours. Despite the name `light_cone`, a step is one application of the matrix, not an interval of time.

**Q:** What does $c$ do to these amplitudes?

**A:** At the level of matrix elements, $(T_c)_{ij}$ is $T_{ij}$ times $c$ if exactly one of $i,j$ is the last site $n$, and $T_{ij}$ otherwise.

```lean
/-- Rescaling multiplies by `c` exactly the entries that link the last site to another one. -/
theorem rescaled_apply (a b : ℕ → ℝ) (n : ℕ) (c : ℝ) (i j : Fin (n + 1)) :
    rescaled a b n c i j = jacobi a b (n + 1) i j *
      (if (i : ℕ) = n then (if (j : ℕ) = n then 1 else c)
        else (if (j : ℕ) = n then c else 1)) := by
  have hi := i.isLt
  have hj := j.isLt
  simp only [rescaled, jacobi, Matrix.of_apply]
  grind
```

Let $d_i=1$ for $i<n$ and $d_n=c$. Then, for $k\le n$,
$$(T_c^k e_0)_i=d_i\,u^{(k)}_i.$$
At $k=0$ this holds because site 0 is not the last site. If it holds for some $k<n$, then $u^{(k)}_n=0$, so the next step starts entirely from sites below $n$. Only the hop onto site $n$ then picks up a factor, namely $c$.

```lean
/-- During the first `n` steps from site 0, with `n ≥ 1`, rescaling the last coupling only
multiplies the amplitude on the last site by `c`. -/
theorem rescaled_krylov (a b : ℕ → ℝ) {n : ℕ} (hn : 0 < n) (c : ℝ) (k : ℕ) (hk : k ≤ n) :
    ∀ i : Fin (n + 1), (rescaled a b n c ^ k) i 0 =
      (if (i : ℕ) = n then c else 1) * (jacobi a b (n + 1) ^ k) i 0 := by
  induction k with
  | zero =>
    intro i
    by_cases h : i = 0
    · subst h
      simp [hn.ne]
    · simp [Matrix.one_apply_ne h]
  | succ k ih =>
    intro i
    rw [pow_succ', pow_succ', Matrix.mul_apply, Matrix.mul_apply, Finset.mul_sum]
    refine Finset.sum_congr rfl fun j _ => ?_
    rw [ih (by omega) j, rescaled_apply]
    by_cases hj : (j : ℕ) = n
    · -- the last site is still empty after `k < n` steps
      rw [light_cone a b n k j (by omega)]
      ring
    · split_ifs <;> ring
```

The case `hj` in the proof is the empty last site; the remaining cases compare factors of $c$.

**Q:** Where does the smaller block $G$ enter?

**A:** At $c=0$. The last site is then disconnected, so $(T_0^m)_{00}=(G^m)_{00}$ for every $m$.

```lean
/-- With the last coupling switched off, the first `n` sites evolve as the leading block. -/
theorem decoupled_pow (a b : ℕ → ℝ) (n m : ℕ) : ∀ i j : Fin n,
    (rescaled a b n 0 ^ m) i.castSucc j.castSucc = (jacobi a b n ^ m) i j := by
  induction m with
  | zero => intro i j; simp [Matrix.one_apply]
  | succ m ih =>
    intro i j
    have h1 : rescaled a b n 0 i.castSucc (Fin.last n) = 0 := by
      rw [rescaled_apply]
      simp [i.isLt.ne]
    have h2 : ∀ l : Fin n, rescaled a b n 0 i.castSucc l.castSucc = jacobi a b n i l := by
      intro l
      rw [rescaled_apply]
      simp [i.isLt.ne, l.isLt.ne, jacobi]
    rw [pow_succ', pow_succ', Matrix.mul_apply, Matrix.mul_apply, Fin.sum_univ_castSucc,
      h1, zero_mul, add_zero]
    exact Finset.sum_congr rfl fun l _ => by rw [h2, ih]
```

Here `castSucc` views a site of the short chain as a site of the long one. The induction splits off the last site from the sum and uses that its coupling is zero.

**Q:** Then put the halves together.

**A:** For $1\le m\le 2n+1$, write $m=j+1+k$ with $j,k\le n$. Then
$$(T_c^m)_{00}=\sum_{i,l} d_i u^{(j)}_i\,(T_c)_{il}\,d_l u^{(k)}_l .$$
If $i,l<n$, the term contains no $c$. If exactly one of them is $n$, one factor $c$ comes from the amplitude and one from the coupling. If both are $n$, each amplitude supplies a $c$. The sum is therefore $\alpha+\beta c^2$, with $\alpha,\beta$ independent of $c$. Setting $c=0$ gives $\alpha=(G^m)_{00}$, and $c=1$ gives $\alpha+\beta=(T^m)_{00}$, so
$$(T_c^m)_{00}=(1-c^2)(G^m)_{00}+c^2(T^m)_{00}.$$
For $m=0$ both sides equal 1.

```lean
/-- For `n ≥ 1` and up to order `2n + 1`, the moments of the chain with last coupling multiplied
by `c` combine those of the leading block and the full chain with weights `1 - c²` and `c²`. -/
theorem moment_affine (a b : ℕ → ℝ) {n : ℕ} (hn : 0 < n) (c : ℝ) {m : ℕ}
    (hm : m ≤ 2 * n + 1) :
    (rescaled a b n c ^ m) 0 0 = (1 - c ^ 2) * (jacobi a b n ^ m) ⟨0, hn⟩ ⟨0, hn⟩
      + c ^ 2 * (jacobi a b (n + 1) ^ m) 0 0 := by
  have h0 : (rescaled a b n 0 ^ m) 0 0 = (jacobi a b n ^ m) ⟨0, hn⟩ ⟨0, hn⟩ :=
    decoupled_pow a b n m ⟨0, hn⟩ ⟨0, hn⟩
  have h1 : rescaled a b n 1 = jacobi a b (n + 1) := by simp [rescaled]
  rw [← h0]
  rcases Nat.eq_zero_or_pos m with rfl | hpos
  · simp
  -- cut the walk in two parts of at most `n` steps, joined by one step
  obtain ⟨j, k, hj, hk, rfl⟩ : ∃ j k, j ≤ n ∧ k ≤ n ∧ m = j + (1 + k) :=
    ⟨(m - 1) / 2, m - 1 - (m - 1) / 2, by omega, by omega, by omega⟩
  have split : ∀ s : ℝ, (rescaled a b n s ^ (j + (1 + k))) 0 0 =
      ∑ i : Fin (n + 1), ∑ l : Fin (n + 1),
      ((if (i : ℕ) = n then s else 1) * (jacobi a b (n + 1) ^ j) i 0) *
      (rescaled a b n s i l *
        ((if (l : ℕ) = n then s else 1) * (jacobi a b (n + 1) ^ k) l 0)) := by
    intro s
    rw [pow_add, Matrix.mul_apply]
    refine Finset.sum_congr rfl fun i _ => ?_
    have hs : (rescaled a b n s ^ j) 0 i = (rescaled a b n s ^ j) i 0 :=
      jacobi_pow_symm _ _ _ _ _ _
    rw [hs, rescaled_krylov a b hn s j hj, pow_add, pow_one, Matrix.mul_apply, Finset.mul_sum]
    exact Finset.sum_congr rfl fun l _ => by rw [rescaled_krylov a b hn s k hk]
  have split1 := split 1
  rw [h1] at split1
  rw [split c, split 0, split1]
  -- each term is affine in `c ^ 2`
  simp only [Finset.mul_sum, ← Finset.sum_add_distrib]
  refine Finset.sum_congr rfl fun i _ => Finset.sum_congr rfl fun l _ => ?_
  rw [rescaled_apply, rescaled_apply]
  split_ifs <;> ring
```

In the code, `split` is the double sum, and the final `split_ifs <;> ring` checks the cases term by term. The expression `⟨0, hn⟩` is site 0 of the $n$-site block, with `hn` certifying that the block has a site.

**Q:** So $\sqrt2$ enters only through its square?

**A:** Yes. With $c^2=2$ the weights are $-1$ and $2$, and moving $(G^m)_{00}$ to the left gives the identity.

```lean
/-- Anti-Gauss identity: for `n ≥ 1` and up to order `2n + 1`, the moments of the `n`-site block
and of the anti-Gauss matrix add up to twice those of the chain of `n + 1` sites. -/
theorem anti_gauss (a b : ℕ → ℝ) {n : ℕ} (hn : 0 < n) {m : ℕ} (hm : m ≤ 2 * n + 1) :
    (jacobi a b n ^ m) ⟨0, hn⟩ ⟨0, hn⟩ + (antiGauss a b n ^ m) 0 0
      = 2 * (jacobi a b (n + 1) ^ m) 0 0 := by
  have h2 : Real.sqrt 2 ^ 2 = 2 := Real.sq_sqrt (by norm_num)
  rw [antiGauss, moment_affine a b hn _ hm, h2]
  ring
```

For $p(x)=\sum_k p_kx^k$, multiply the identity at order $k$ by $p_k$ and add. In Lean, `Polynomial.aeval M p` is $p(M)$, and `key` expands its diagonal entry into moments.

```lean
/-- For `n ≥ 1` and a polynomial of degree at most `2n + 1`, the Gauss and anti-Gauss values
deviate from the value of the chain of `n + 1` sites by opposite amounts. -/
theorem opposite_errors (a b : ℕ → ℝ) {n : ℕ} (hn : 0 < n) (p : Polynomial ℝ)
    (hp : p.natDegree ≤ 2 * n + 1) :
    (Polynomial.aeval (antiGauss a b n) p) 0 0 - (Polynomial.aeval (jacobi a b (n + 1)) p) 0 0
      = -((Polynomial.aeval (jacobi a b n) p) ⟨0, hn⟩ ⟨0, hn⟩
        - (Polynomial.aeval (jacobi a b (n + 1)) p) 0 0) := by
  have key : ∀ (N : ℕ) (M : Matrix (Fin N) (Fin N) ℝ) (i : Fin N),
      (Polynomial.aeval M p) i i = ∑ k ∈ range (p.natDegree + 1), p.coeff k * (M ^ k) i i := by
    intro N M i
    simp [Polynomial.aeval_eq_sum_range, Matrix.sum_apply]
  rw [eq_neg_iff_add_eq_zero, key, key, key, ← Finset.sum_sub_distrib,
    ← Finset.sum_sub_distrib, ← Finset.sum_add_distrib]
  refine Finset.sum_eq_zero fun k hk => ?_
  have hk' : k ≤ 2 * n + 1 := by
    have := Finset.mem_range.mp hk
    omega
  linear_combination p.coeff k * anti_gauss a b hn hk'
```

**Q:** Does the identity fail at the next order?

**A:** For $n=1$ it does whenever $b_0\ne0$. Squaring the $2\times2$ matrix with coupling $x$ and taking the squared norm of its first column gives the fourth moment
$$(a_0^2+x^2)^2+x^2(a_0+a_1)^2.$$
Insert $x=\sqrt2\,b_0$ for $A$ and $x=b_0$ for $T$, and use $(G^4)_{00}=a_0^4$. Everything cancels in $(G^4)_{00}+(A^4)_{00}-2(T^4)_{00}$ except $4b_0^4-2b_0^4=2b_0^4$.

```lean
/-- For `n = 1` the anti-Gauss identity acquires at order `2n + 2 = 4` a defect of twice the
fourth power of the coupling. -/
theorem defect_two_sites (a b : ℕ → ℝ) :
    (jacobi a b 1 ^ 4) 0 0 + (antiGauss a b 1 ^ 4) 0 0
      = 2 * (jacobi a b 2 ^ 4) 0 0 + 2 * b 0 ^ 4 := by
  have h : ∀ (b' : ℕ → ℝ) (x : ℝ), b' 0 = x →
      (jacobi a b' 2 ^ 4) 0 0 = (a 0 ^ 2 + x ^ 2) ^ 2 + x ^ 2 * (a 0 + a 1) ^ 2 := by
    intro b' x hx
    have hM : jacobi a b' 2 = !![a 0, x; x, a 1] := by
      ext i j
      fin_cases i <;> fin_cases j <;> simp [jacobi, hx]
    rw [hM]
    simp [pow_succ, Matrix.mul_apply, Fin.sum_univ_two]
    ring
  have hG : (jacobi a b 1 ^ 4) 0 0 = a 0 ^ 4 := by
    simp [jacobi, pow_succ, Matrix.mul_apply]
  have hA : (antiGauss a b 1 ^ 4) 0 0 = (a 0 ^ 2 + (Real.sqrt 2 * b 0) ^ 2) ^ 2
      + (Real.sqrt 2 * b 0) ^ 2 * (a 0 + a 1) ^ 2 :=
    h (fun k => if k + 1 = 1 then Real.sqrt 2 * b k else b k) (Real.sqrt 2 * b 0) (by simp)
  have h2 : Real.sqrt 2 ^ 2 = 2 := Real.sq_sqrt (by norm_num)
  rw [hG, hA, h b (b 0) rfl, mul_pow, h2]
  ring

end

end AntiGaussQuadrature
```

The proof evaluates the same formula `h` at both couplings. For $n\ge2$, no theorem here addresses order $2n+2$.

**Q:** What may I use this for in electronic structure?

**A:** For a non-interacting Hamiltonian reduced to a finite tridiagonal chain, it gives the truncation error of polynomial local spectral averages relative to one more site, through degree $2n+1$. A Fermi function is not such a polynomial, so there the half-difference is only an estimate of the error. Since $A$ is built from the same energies and couplings as $T$, the difference between the values for $G$ and $T$ can also be computed directly, for any function.

```lean
#print axioms AntiGaussQuadrature.opposite_errors
-- 'AntiGaussQuadrature.opposite_errors' depends on axioms: [propext, Classical.choice, Quot.sound]
#print axioms AntiGaussQuadrature.defect_two_sites
-- 'AntiGaussQuadrature.defect_two_sites' depends on axioms: [propext, Classical.choice, Quot.sound]
```
